# Between polynomial spinors of definite κ, a rotation-invariant pairing turns σ·(Lf) into (κb − κa) f

Take the constant spin-up spinor a = (1, 0) and the spinor b = σ·r a = (z, x + iy), where σ is the vector of Pauli matrices. With L = −i r × ∇, the function f = z has Lf = (−iy, ix, 0), so the upper component of σ·(Lf) b is

(x − iy)(x + iy) = x² + y².

The upper component of f b is z². Under any rotation-invariant average, x² + y² has twice the mean of z², so the matrix element of σ·(Lf) between a and b is twice that of f. These spinors have κ = −1 and κ = 1 in the convention σ·L a = −(κ + 1) a, and the factor 2 is the difference.

I believe this holds for every polynomial f and for all polynomial spinors a, b of definite real κa, κb:

⟨a, σ·(Lf) b⟩ = (κb − κa) ⟨a, f b⟩.

Can someone give a full proof, stating exactly what "rotation-invariant" has to mean, and have Lean check it?

## Moving σ·L from f b onto a

Yes. Number the coordinates x, y, z and the components of L by 0, 1, 2, and the spinor components by 0, 1. Let J be a linear functional on complex polynomials, and put

⟨u, v⟩ = J(conj(u_0) v_0 + conj(u_1) v_1).

Rotation invariance means J(L_k g) = 0 for every k and every polynomial g.

Each L_k is a first-order derivative without a constant term, so it obeys the Leibniz rule:

L_k(f g) = (L_k f) g + f L_k g.

Multiplying by σ_k and summing over k gives, for a spinor b,

σ·L(f b) = σ·(Lf) b + f σ·L b.

Next, the coordinates are real and L_k carries a factor −i, so conj(L_k g) = −L_k conj(g). Invariance and the Leibniz rule then give

0 = J(L_k(conj(g) h)) = −J(conj(L_k g) h) + J(conj(g) L_k h).

Hence L_k can be moved from one factor to the other. The Pauli matrices are Hermitian, conj(σ_k[s,t]) = σ_k[t,s], so summing over k, s and t yields

⟨σ·L a, c⟩ = ⟨a, σ·L c⟩.

Now set c = f b. Since κa is real, the left side is −(κa + 1)⟨a, f b⟩. By the product rule, the right side is

⟨a, σ·(Lf) b⟩ − (κb + 1)⟨a, f b⟩.

Equating the two and solving for the first term gives the claim. With f = 1 we have Lf = 0, so ⟨a, b⟩ = 0 whenever κa ≠ κb.

## Reversing κ with σ·r

The product rule for Pauli matrices and r·L = L·r = 0 give

(σ·L)(σ·r) + (σ·r)(σ·L) = iσ·(L × r + r × L).

The commutators of L_j with the coordinates make L × r + r × L equal to 2i r, so the right side is −2σ·r. Therefore σ·L + 1 anticommutes with σ·r. If (σ·L + 1)a = −κ a, then

(σ·L + 1)(σ·r a) = −σ·r(σ·L + 1)a = κ σ·r a,

and σ·r a has quantum number −κ. Replacing a by σ·r a in the main identity changes the factor to κa + κb.

In a Dirac atom with a central potential, the upper and lower parts of an orbital have opposite κ. An operator α·(Lf), as in magnetic multipole coupling, connects upper with lower parts and so brings in the sum κa + κb up to sign; the identities here supply such factors for polynomial two-component spinors.

## A Gaussian average that satisfies the invariance condition

Let J be the mean over three independent standard normal coordinates. The one-dimensional moments are m_0 = 1, m_1 = 0 and m_(n+2) = (n + 1) m_n. For n ≥ 1 this says m_(n+1) = n m_(n−1), and for n = 0 both J(∂_k g) and J(x_k g) vanish on a monomial g without x_k. So, monomial by monomial,

J(∂_k g) = J(x_k g).

With cyclic indices,

L_k g = −i[∂_(k+2)(x_(k+1) g) − ∂_(k+1)(x_(k+2) g)].

Both terms in the bracket have mean J(x_(k+1) x_(k+2) g), so J(L_k g) = 0. In the opening example ⟨a, f b⟩ = J(z²) = 1, so the identity there is not merely 0 = 0.

## What the Lean statement says

`Poly` is the type of complex polynomials in three variables, and `Spinor` is a pair of them. `angMom k` is L_k with ħ = 1, and `cj` conjugates coefficients, which is complex conjugation at real coordinates. `sigmaL b` is σ·L b. In `sigmaDot (fun k => angMom k f) b`, by contrast, L acts on f alone. `sigmaDot X a` is σ·r a.

`HasKappa κ a` is the eigenvalue equation σ·L a = −(κ + 1)a. For a nonzero spinor it fixes the quantum numbers of orbital and total angular momentum, with κ = −1 for s1/2 and κ = 1 for p1/2. The spinor need not be normalised and may be zero, and κ is any real number for which the equation holds.

`RotInvariant J` is the condition J(L_k g) = 0, the infinitesimal form of rotation invariance. The main theorem assumes it; for `gaussMean` it is proved. Positivity of J is not required, so the pairing need not be an inner product. `gaussMean` is defined by its moments and not as an integral. The spinors and f must be polynomials, but J may carry a radial weight, as in J(g) = ∫ g exp(−|r|) d³r. A factor exp(−ζ|r|) with ζ > 0 that multiplies a whole spinor can be absorbed in this weight.

```lean
import Mathlib

open MvPolynomial

namespace SpinorSphericalHarmonics

noncomputable section

/-- Complex polynomials in the coordinates x, y, z, numbered 0, 1, 2. -/
abbrev Poly := MvPolynomial (Fin 3) ℂ

/-- Two-component spinors with polynomial entries. -/
abbrev Spinor := Fin 2 → Poly

/-- The component `L_k = -i (r × ∇)_k` of orbital angular momentum; indices are cyclic. -/
def angMom (k : Fin 3) (g : Poly) : Poly :=
  -C Complex.I * (X (k + 1) * pderiv (k + 2) g - X (k + 2) * pderiv (k + 1) g)

/-- The Pauli matrices contracted with a vector `V` of polynomials, `σ·V`, acting on a spinor. -/
def sigmaDot (V : Fin 3 → Poly) (b : Spinor) : Spinor :=
  ![V 2 * b 0 + (V 0 - C Complex.I * V 1) * b 1,
    (V 0 + C Complex.I * V 1) * b 0 - V 2 * b 1]

/-- The spin-orbit operator `σ·L` acting on a spinor. -/
def sigmaL (b : Spinor) : Spinor :=
  ![angMom 2 (b 0) + (angMom 0 (b 1) - C Complex.I * angMom 1 (b 1)),
    (angMom 0 (b 0) + C Complex.I * angMom 1 (b 0)) - angMom 2 (b 1)]

/-- The spinor `a` obeys `σ·L a = -(κ + 1) a`. -/
def HasKappa (κ : ℝ) (a : Spinor) : Prop := sigmaL a = (-((κ : ℂ) + 1)) • a

/-- Complex conjugation of a polynomial in real coordinates: the coefficients are conjugated. -/
def cj : Poly →+* Poly := MvPolynomial.map (starRingEnd ℂ)

/-- The pairing `⟨u, v⟩ = J (∑ conj(u_s) v_s)` built from a linear functional `J`. -/
def pairing (J : Poly →ₗ[ℂ] ℂ) (u v : Spinor) : ℂ := J (cj (u 0) * v 0 + cj (u 1) * v 1)

/-- The functional `J` vanishes on every `L_k g`. -/
def RotInvariant (J : Poly →ₗ[ℂ] ℂ) : Prop := ∀ k g, J (angMom k g) = 0

/-- Each component of angular momentum obeys the Leibniz rule. -/
theorem angMom_mul (k : Fin 3) (f g : Poly) :
    angMom k (f * g) = angMom k f * g + f * angMom k g := by
  simp only [angMom, Derivation.leibniz, smul_eq_mul]
  ring

/-- Product rule for the spin-orbit operator: `σ·L (f b) = σ·(L f) b + f σ·L b`. -/
theorem sigmaL_smul (f : Poly) (b : Spinor) :
    sigmaL (f • b) = sigmaDot (fun k => angMom k f) b + f • sigmaL b := by
  refine funext (Fin.forall_fin_two.2 ⟨?_, ?_⟩) <;>
  simp only [sigmaL, sigmaDot, Pi.add_apply, Pi.smul_apply, smul_eq_mul, angMom_mul,
    Matrix.cons_val_zero, Matrix.cons_val_one, Matrix.cons_val_fin_one] <;>
  ring

/-- If `J` vanishes on every `L_k g`, then `σ·L` is symmetric for the pairing. -/
theorem sigmaL_symmetric (J : Poly →ₗ[ℂ] ℂ) (hJ : RotInvariant J) (a c : Spinor) :
    pairing J (sigmaL a) c = pairing J a (sigmaL c) := by
  have hI : cj (C Complex.I) = -C Complex.I := by simp [cj]
  -- conjugation reverses angular momentum
  have hL : ∀ k g, cj (angMom k g) = -angMom k (cj g) := by
    intro k g
    simp only [angMom, map_mul, map_neg, map_sub, hI]
    simp only [cj, MvPolynomial.map_X, pderiv_map]
    ring
  -- the two integrands differ by angular derivatives
  have key : cj (sigmaL a 0) * c 0 + cj (sigmaL a 1) * c 1
      = (cj (a 0) * sigmaL c 0 + cj (a 1) * sigmaL c 1)
        - (angMom 2 (cj (a 0) * c 0) - angMom 2 (cj (a 1) * c 1)
          + angMom 0 (cj (a 1) * c 0) + angMom 0 (cj (a 0) * c 1)
          + Complex.I • (angMom 1 (cj (a 1) * c 0) - angMom 1 (cj (a 0) * c 1))) := by
    simp only [sigmaL, Matrix.cons_val_zero, Matrix.cons_val_one, Matrix.cons_val_fin_one,
      map_add, map_sub, map_mul, hI, hL, angMom_mul, smul_eq_C_mul]
    ring
  unfold pairing
  rw [key]
  simp only [map_sub, map_add, map_smul, hJ _ _, sub_zero, add_zero, smul_zero]

/-- If `J` vanishes on every `L_k g` and `a`, `b` have the real quantum numbers `κa`, `κb`, then
`⟨a, σ·(L f) b⟩ = (κb - κa) ⟨a, f b⟩` for every polynomial `f`. -/
theorem spinor_matrix_element (J : Poly →ₗ[ℂ] ℂ) (hJ : RotInvariant J) {κa κb : ℝ}
    {a b : Spinor} (ha : HasKappa κa a) (hb : HasKappa κb b) (f : Poly) :
    pairing J a (sigmaDot (fun k => angMom k f) b)
      = ((κb : ℂ) - κa) * pairing J a (f • b) := by
  -- conjugation leaves the real factor `-(κa + 1)` unchanged
  have hc : ∀ p : Poly, cj ((-((κa : ℂ) + 1)) • p) = (-((κa : ℂ) + 1)) • cj p := by
    intro p
    rw [smul_eq_C_mul, smul_eq_C_mul, map_mul]
    congr 1
    simp [cj]
  have l : ∀ c : Spinor, pairing J ((-((κa : ℂ) + 1)) • a) c
      = (-((κa : ℂ) + 1)) * pairing J a c := by
    intro c
    simp only [pairing, Pi.smul_apply, hc, smul_mul_assoc, ← smul_add, map_smul, smul_eq_mul]
  have r : ∀ (S : Spinor) (μ : ℂ), pairing J a (S + f • μ • b)
      = pairing J a S + μ * pairing J a (f • b) := by
    intro S μ
    have e : cj (a 0) * (S + f • μ • b) 0 + cj (a 1) * (S + f • μ • b) 1
        = (cj (a 0) * S 0 + cj (a 1) * S 1)
          + μ • (cj (a 0) * (f • b) 0 + cj (a 1) * (f • b) 1) := by
      simp only [Pi.add_apply, Pi.smul_apply, smul_eq_mul, smul_eq_C_mul]
      ring
    unfold pairing
    rw [e, map_add, map_smul, smul_eq_mul]
  -- move `σ·L` from `f b` to `a`
  have h := sigmaL_symmetric J hJ a (f • b)
  unfold HasKappa at ha hb
  rw [sigmaL_smul, ha, hb, l, r] at h
  linear_combination -h

/-- If `J` vanishes on every `L_k g` and `a`, `b` have different real quantum numbers `κa`, `κb`,
then `⟨a, b⟩ = 0` in the pairing built from `J`. -/
theorem orthogonal_of_kappa_ne (J : Poly →ₗ[ℂ] ℂ) (hJ : RotInvariant J) {κa κb : ℝ}
    {a b : Spinor} (ha : HasKappa κa a) (hb : HasKappa κb b) (hne : κa ≠ κb) :
    pairing J a b = 0 := by
  have h := spinor_matrix_element J hJ ha hb 1
  have h0 : pairing J a (sigmaDot (fun k => angMom k 1) b) = 0 := by
    simp [pairing, sigmaDot, angMom]
  rw [h0, one_smul] at h
  have hk : (κb : ℂ) - κa ≠ 0 := sub_ne_zero.2 (fun e => hne (Complex.ofReal_injective e).symm)
  exact (mul_eq_zero.1 h.symm).resolve_left hk

/-- The operator `σ·L + 1` anticommutes with `σ·r`. -/
theorem sigmaL_add_one_anticomm (a : Spinor) :
    sigmaL (sigmaDot X a) + sigmaDot X a = -sigmaDot X (sigmaL a + a) := by
  have hj : (C Complex.I : Poly) * C Complex.I = -1 := by
    rw [← C_mul, Complex.I_mul_I, C_neg, C_1]
  have hX : ∀ i j : Fin 3, pderiv i (X j : Poly) = if j = i then 1 else 0 := by
    intro i j
    rw [pderiv_X, Pi.single_apply]
  have h0 : ∀ g, angMom 0 g = -C Complex.I * (X 1 * pderiv 2 g - X 2 * pderiv 1 g) :=
    fun _ => rfl
  have h1 : ∀ g, angMom 1 g = -C Complex.I * (X 2 * pderiv 0 g - X 0 * pderiv 2 g) :=
    fun _ => rfl
  have h2 : ∀ g, angMom 2 g = -C Complex.I * (X 0 * pderiv 1 g - X 1 * pderiv 0 g) :=
    fun _ => rfl
  refine funext (Fin.forall_fin_two.2 ⟨?_, ?_⟩) <;>
  simp only [sigmaL, sigmaDot, Pi.add_apply, Pi.neg_apply, Matrix.cons_val_zero,
    Matrix.cons_val_one, Matrix.cons_val_fin_one, h0, h1, h2, map_add, map_sub,
    Derivation.leibniz, smul_eq_mul, pderiv_C, hX, Fin.isValue, Fin.reduceEq, reduceIte]
  · linear_combination (2 * X 2 * a 0 + 2 * X 0 * a 1
      + 2 * C Complex.I * X 1 * (X 2 * pderiv 0 (a 0) - X 0 * pderiv 2 (a 0))) * hj
  · linear_combination (2 * X 0 * a 0 - 2 * X 2 * a 1
      + 2 * C Complex.I * X 1 * (X 2 * pderiv 0 (a 1) - X 0 * pderiv 2 (a 1))) * hj

/-- Multiplication by `σ·r` turns a spinor with quantum number `κ` into one with `-κ`. -/
theorem HasKappa.sigmaR {κ : ℝ} {a : Spinor} (ha : HasKappa κ a) :
    HasKappa (-κ) (sigmaDot X a) := by
  have lin : ∀ μ : ℂ, sigmaDot X (μ • a) = μ • sigmaDot X a := by
    intro μ
    refine funext (Fin.forall_fin_two.2 ⟨?_, ?_⟩) <;>
    simp only [sigmaDot, Pi.smul_apply, smul_eq_C_mul, Matrix.cons_val_zero,
      Matrix.cons_val_one, Matrix.cons_val_fin_one] <;>
    ring
  have h := sigmaL_add_one_anticomm a
  unfold HasKappa at ha ⊢
  have e : (-((κ : ℂ) + 1)) • a + a = (-(κ : ℂ)) • a := by module
  rw [ha, e, lin] at h
  rw [eq_sub_of_add_eq h, Complex.ofReal_neg]
  module

/-- If `J` vanishes on every `L_k g` and `a`, `b` have quantum numbers `κa`, `κb`, then
`⟨σ·r a, σ·(L f) b⟩ = (κa + κb) ⟨σ·r a, f b⟩` for every polynomial `f`. -/
theorem spinor_matrix_element_sigmaR (J : Poly →ₗ[ℂ] ℂ) (hJ : RotInvariant J) {κa κb : ℝ}
    {a b : Spinor} (ha : HasKappa κa a) (hb : HasKappa κb b) (f : Poly) :
    pairing J (sigmaDot X a) (sigmaDot (fun k => angMom k f) b)
      = ((κa : ℂ) + κb) * pairing J (sigmaDot X a) (f • b) := by
  rw [spinor_matrix_element J hJ ha.sigmaR hb f, Complex.ofReal_neg]
  ring

/-- Moments of the standard normal distribution. -/
def moment : ℕ → ℂ
  | 0 => 1
  | 1 => 0
  | n + 2 => ((n : ℂ) + 1) * moment n

/-- The mean of a polynomial over three independent standard normal coordinates. -/
def gaussMean : Poly →ₗ[ℂ] ℂ :=
  (basisMonomials (Fin 3) ℂ).constr ℂ (fun m => ∏ k, moment (m k))

/-- Integration by parts for the Gaussian mean: `∂_k g` and `x_k g` have the same mean. -/
theorem gaussMean_pderiv (k : Fin 3) (g : Poly) :
    gaussMean (pderiv k g) = gaussMean (X k * g) := by
  have hm : ∀ (m : Fin 3 →₀ ℕ) (c : ℂ),
      gaussMean (monomial m c) = c * ∏ i, moment (m i) := by
    intro m c
    have h := (basisMonomials (Fin 3) ℂ).constr_basis ℂ
      (fun m : Fin 3 →₀ ℕ => ∏ i, moment (m i)) m
    rw [coe_basisMonomials] at h
    have h' : gaussMean (monomial m 1) = ∏ i, moment (m i) := h
    have e : (monomial m c : Poly) = c • monomial m 1 := by simp [smul_monomial]
    rw [e, map_smul, h', smul_eq_mul]
  have hstep : ∀ n : ℕ, moment (n + 1) = n * moment (n - 1) := by
    intro n
    cases n <;> simp [moment]
  induction g using MvPolynomial.induction_on'
  · rename_i m c
    have hsplit : ∀ v : Fin 3 →₀ ℕ, ∏ i, moment (v i)
        = moment (v k) * ∏ i ∈ Finset.univ.erase k, moment (v i) := fun v =>
      (Finset.mul_prod_erase Finset.univ (fun i => moment (v i)) (Finset.mem_univ k)).symm
    rw [pderiv_monomial, X, monomial_mul, hm, hm, one_mul,
      hsplit (m - Finsupp.single k 1), hsplit (Finsupp.single k 1 + m)]
    -- only the exponent of `x_k` changes
    have he : ∏ i ∈ Finset.univ.erase k, moment ((m - Finsupp.single k 1 : Fin 3 →₀ ℕ) i)
        = ∏ i ∈ Finset.univ.erase k,
          moment ((Finsupp.single k 1 + m : Fin 3 →₀ ℕ) i) := by
      refine Finset.prod_congr rfl (fun i hi => ?_)
      have hik := Finset.ne_of_mem_erase hi
      simp [hik.symm]
    have hs : moment ((Finsupp.single k 1 + m : Fin 3 →₀ ℕ) k)
        = m k * moment ((m - Finsupp.single k 1 : Fin 3 →₀ ℕ) k) := by
      rw [Finsupp.add_apply, Finsupp.tsub_apply, Finsupp.single_eq_same, add_comm]
      exact hstep _
    rw [he, hs]
    ring
  · rename_i p q hp hq
    rw [map_add, map_add, mul_add, map_add, hp, hq]

/-- The Gaussian mean vanishes on every `L_k g`, the spinors `(1, 0)` and `σ·r (1, 0)` have
`κ = -1` and `κ = 1`, and their pairing with `f = z` in between equals 1. -/
theorem spinor_matrix_element_witness :
    RotInvariant gaussMean ∧ HasKappa (-1) ![1, 0] ∧ HasKappa 1 (sigmaDot X ![1, 0]) ∧
      pairing gaussMean ![1, 0] ((X 2 : Poly) • sigmaDot X ![1, 0]) = 1 := by
  have ha : HasKappa (-1) ![1, 0] := by
    unfold HasKappa
    refine funext (Fin.forall_fin_two.2 ⟨?_, ?_⟩) <;> simp [sigmaL, angMom]
  refine ⟨?_, ha, ?_, ?_⟩
  · intro k g
    have hk : ∀ k : Fin 3, k + 1 ≠ k + 2 := by decide
    -- write `L_k g` as a difference of total derivatives
    have e : angMom k g = (-Complex.I) •
        (pderiv (k + 2) (X (k + 1) * g) - pderiv (k + 1) (X (k + 2) * g)) := by
      simp only [angMom, Derivation.leibniz, smul_eq_mul, smul_eq_C_mul,
        pderiv_X_of_ne (hk k), pderiv_X_of_ne (hk k).symm, C_neg]
      ring
    rw [e, map_smul, map_sub, gaussMean_pderiv, gaussMean_pderiv, mul_left_comm, sub_self,
      smul_zero]
  · have h := ha.sigmaR
    rwa [neg_neg] at h
  · have e : pairing gaussMean ![1, 0] ((X 2 : Poly) • sigmaDot X ![1, 0])
        = gaussMean (X 2 * X 2) := by
      simp [pairing, sigmaDot, cj]
    have one : (1 : Poly) = monomial 0 1 := by rw [← C_apply, C_1]
    have h := (basisMonomials (Fin 3) ℂ).constr_basis ℂ
      (fun m : Fin 3 →₀ ℕ => ∏ i, moment (m i)) 0
    rw [coe_basisMonomials] at h
    rw [e, ← gaussMean_pderiv, pderiv_X_self, one]
    exact h.trans (by simp [moment])

end

end SpinorSphericalHarmonics
```

```lean
#print axioms SpinorSphericalHarmonics.orthogonal_of_kappa_ne
#print axioms SpinorSphericalHarmonics.spinor_matrix_element_sigmaR
```

```
'SpinorSphericalHarmonics.orthogonal_of_kappa_ne' depends on axioms: [propext, Classical.choice, Quot.sound]
'SpinorSphericalHarmonics.spinor_matrix_element_sigmaR' depends on axioms: [propext, Classical.choice, Quot.sound]
```

## From the Leibniz rule to the matrix elements in Lean

`angMom_mul` is the Leibniz rule, and `sigmaL_smul` is the product rule for σ·L, checked on each spinor component.

`sigmaL_symmetric` first proves `hL`, the sign change under conjugation. The identity `key` then writes the integrand of ⟨σ·L a, c⟩ as that of ⟨a, σ·L c⟩ minus a combination of terms L_k(…). Applying J removes those terms through `hJ`. This handles all three components at once, where the derivation above moves each L_k separately.

In `spinor_matrix_element`, `hc` and `l` take the real eigenvalue out of the first slot, and `r` splits the second slot after the product rule. The symmetry statement `h`, rewritten with both eigenvalue equations, is the equation solved at the end of the derivation; `linear_combination -h` solves it. `orthogonal_of_kappa_ne` sets f = 1 and divides out the nonzero difference of the κ values.

`sigmaL_add_one_anticomm` expands both components in derivatives instead of using Pauli algebra. What remains is a multiple of i² = −1, supplied as `hj`. `HasKappa.sigmaR` draws the consequence for κ, and `spinor_matrix_element_sigmaR` inserts it into the main theorem.

`gaussMean_pderiv` proves integration by parts by induction over monomials and sums, with `hstep` as the moment recursion. `spinor_matrix_element_witness` writes L_k g as the difference of derivatives shown above, confirms the two κ values, and evaluates the pairing with f = z as 1.
